# Crossing a single bond, returning and crossing again equals one crossing times |t|² g_aa k_bb

Two finite sets of one-particle states are joined by a single bond, with complex amplitude t, from state b of the second set to state a of the first. If T is the matrix whose only entry is t, at position (a, b), the lemma says that T k T† g T = |t|² g_aa k_bb T. Here g and k are arbitrary complex square matrices on the first and second sets; they may be propagators, but nothing of the kind is assumed. The proof writes |t|² as t times its conjugate and compares the two sides entry by entry, according to whether the row is a and the column is b. It leaves the sums and the zero entries to `simp`, and whatever algebra remains to `ring`.

As first written in Lean, the proof fails:

```lean
import Mathlib

open Matrix ComplexConjugate

namespace RoundTrip

noncomputable section

variable {m n : Type*} [Fintype m] [DecidableEq m] [Fintype n] [DecidableEq n]

/-- A round trip over the bond and back, followed by another crossing, equals one crossing
multiplied by `|t|² g_aa k_bb`. -/
theorem round_trip (g : Matrix m m ℂ) (k : Matrix n n ℂ) (a : m) (b : n) (t : ℂ) :
    Matrix.single a b t * k * Matrix.single b a (conj t) * g * Matrix.single a b t
      = ((‖t‖ : ℂ) ^ 2 * g a a * k b b) • Matrix.single a b t := by
  have hc : (‖t‖ : ℂ) ^ 2 = t * conj t := by
    rw [Complex.mul_conj, Complex.normSq_eq_norm_sq]
    push_cast
    rfl
  rw [hc]
  ext p q
  by_cases hp : a = p <;> by_cases hq : b = q <;>
    simp [Matrix.mul_apply, Matrix.single, ite_and, mul_ite, ite_mul, hp, hq]
  all_goals ring

end

end RoundTrip
```

Compiling this gives:

```
Try this:
  [apply] ring_nf
  
  The `ring` tactic failed to close the goal. Use `ring_nf` to obtain a normal form.
    
  Note that `ring` works primarily in *commutative* rings. If you have a noncommutative ring, abelian group or module, consider using `noncomm_ring`, `abel` or `module` instead.
Main.lean:15:65: error: unsolved goals
case pos
m : Type u_1
n : Type u_2
inst✝³ : Fintype m
inst✝² : DecidableEq m
inst✝¹ : Fintype n
inst✝ : DecidableEq n
g : Matrix m m ℂ
k : Matrix n n ℂ
a : m
b : n
t : ℂ
hc : ↑‖t‖ ^ 2 = t * (starRingEnd ℂ) t
p : m
q : n
hp : a = p
hq : b = q
⊢ True ∨ t = 0
```

Diagnosis. The error concerns the one entry that need not vanish, with row a and column b. There both sides are products ending in the factor t, and `simp` cancels it. Since t may be zero, the cancellation turns the equation into a disjunction: either the remaining factors agree, or t = 0.

`ring` proves equations, not disjunctions. It fell back on `ring_nf`, which normalised the equation inside to `True` but left `True ∨ t = 0` unproved. The algebra was therefore right, and only the last logical step was missing. The suggestion to use `ring_nf` instead does not help, as this is the goal it leaves.

The repair chooses the left alternative with `Or.inl` and gives `ring` the bare equation, which it can prove. No assumption that t is nonzero is needed. `all_goals` can go because only this one goal is left after `simp`; the added comment has no effect on the proof.

The change, after which it compiles:

```diff
@@ -22,5 +22,6 @@
   by_cases hp : a = p <;> by_cases hq : b = q <;>
     simp [Matrix.mul_apply, Matrix.single, ite_and, mul_ite, ite_mul, hp, hq]
-  all_goals ring
+  -- the common factor `t` has been cancelled; the remaining factors agree
+  exact Or.inl (by ring)
 
 end
```
